# If $t^2=0$ and $tt^*t=t$, five energies fix the whole curve of the rotation $\exp(x(t-t^*))$

Let $t$ be a complex square matrix with $t^2=0$ and $tt^*t=t$, where $t^*$ is the adjoint, and put $G=t-t^*$. For real $x$,
$$e^{xG}=1+\sin x\,G+(1-\cos x)\,G^2 .$$
The energy $E(x)$ of $e^{xG}\psi$ is therefore a trigonometric polynomial of degree at most two. Its values at five angles distinct modulo $2\pi$ determine it, and four values can fail to.

## The energy along one rotation

In its factorised form, unitary coupled cluster applies a product of rotations $e^{xG}$ to a reference state, each with its own excitation $t$ and angle $x$, and the angles are chosen to lower the energy. While one angle varies and the others stay fixed, the earlier rotations can be absorbed in $\psi$ and the later ones in the Hamiltonian. With the conditions above, five noise-free energies then give the complete curve, so its minimum can be located without further evaluations. Varying one amplitude inside a single exponential of a sum of generators is not covered.

Here $t$ is the excitation operator and $x$ its amplitude; many texts use $t$ for the amplitude. States are vectors `n → ℂ` over a finite index type, `ᴴ` is the adjoint, and `NormedSpace.exp` is the true matrix exponential.

```lean
import Mathlib

open Matrix
open scoped Real Matrix.Norms.Operator

namespace UnitaryCoupledClusterEnergy

noncomputable section

variable {n m : Type*} [Fintype n] [DecidableEq n] [Fintype m] [DecidableEq m]

/-- The anti-Hermitian generator `G = t - t*` of an excitation `t`. -/
def generator (t : Matrix n n ℂ) : Matrix n n ℂ := t - tᴴ
```

`energy` is $\langle\varphi|H|\varphi\rangle$ with $\varphi=e^{xG}\psi$. It is complex-valued, so reality has to be proved. The vector $\psi$ need not be normalised; since $e^{xG}$ is unitary, dividing by $\langle\psi|\psi\rangle$ gives the usual expectation value for any $\psi\neq0$.

```lean
/-- The expectation value `⟨φ|H|φ⟩` in the rotated state `φ = exp(xG)ψ`. -/
def energy (H t : Matrix n n ℂ) (ψ : n → ℂ) (x : ℝ) : ℂ :=
  star (NormedSpace.exp (x • generator t) *ᵥ ψ) ⬝ᵥ
    (H *ᵥ (NormedSpace.exp (x • generator t) *ᵥ ψ))
```

The next two definitions are the general polynomial of degree at most two and the curve rebuilt from five particular values.

```lean
/-- The trigonometric polynomial of degree at most two with the given coefficients. -/
def trigPoly (a₀ a₁ b₁ a₂ b₂ : ℂ) (x : ℝ) : ℂ :=
  a₀ + a₁ * (Real.cos x : ℝ) + b₁ * (Real.sin x : ℝ)
    + a₂ * (Real.cos (2 * x) : ℝ) + b₂ * (Real.sin (2 * x) : ℝ)

/-- The curve built from the values of `E` at the angles `0`, `π`, `π/2`, `-π/2` and `π/4`. -/
def fivePoint (E : ℝ → ℂ) : ℝ → ℂ :=
  let a₀ := (E 0 + E π + E (π / 2) + E (-(π / 2))) / 4
  let a₁ := (E 0 - E π) / 2
  let b₁ := (E (π / 2) - E (-(π / 2))) / 2
  let a₂ := (E 0 + E π - E (π / 2) - E (-(π / 2))) / 4
  trigPoly a₀ a₁ b₁ a₂ (E (π / 4) - a₀ - (√2 : ℝ) / 2 * (a₁ + b₁))
```

## $t^2=0$: the excitation acts only once

For a fermionic excitation from occupied to different, empty spin orbitals, this is the Pauli principle. Taking adjoints gives $(t^*)^2=0$, so
$$G^2=-(tt^*+t^*t).$$

Without this condition the result can fail, even if $t^3=0$ and $tt^*t=t$. Take a three-level ladder, $t|0\rangle=|1\rangle$, $t|1\rangle=|2\rangle$, $t|2\rangle=0$. With $H=|0\rangle\langle0|$ and $\psi=|0\rangle$ the energy is $(1+\cos\sqrt2x)^2/4$, which does not have period $2\pi$.

## $tt^*t=t$: the excitation has unit strength

This says that $t$ preserves the norm of every state orthogonal to its kernel. A product of creation and annihilation operators on distinct spin orbitals does so, because it sends each determinant either to zero or, up to sign, to a determinant, and never sends two to the same one. That such an operator's matrix meets both conditions is the step from the model to a molecule, and it is assumed here.

The adjoint condition is $t^*tt^*=t^*$. Together with $t^2=0$ it gives
$$G^3=-(tt^*+t^*t)(t-t^*)=-(t-t^*)=-G .$$
Now let $S(y)=1-\sin y\,G+(1-\cos y)G^2$. Then $GS=\cos y\,G-\sin y\,G^2=-S'$, so $e^{yG}S(y)$ has derivative zero and keeps its value $1$ from $y=0$. Let $R(x)=1+\sin x\,G+(1-\cos x)G^2$. Using $G^4=-G^2$,
$$S(x)R(x)=1+\left[2(1-\cos x)-(1-\cos x)^2-\sin^2x\right]G^2=1 .$$
Hence $e^{xG}=e^{xG}S(x)R(x)=R(x)$.

If $tt^*t$ is merely a positive multiple of $t$, the result can fail. Doubling a two-level excitation gives $tt^*t=4t$, and the energy can be $\sin4x$.

In the proof, `hG3` is $G^3=-G$, the only place where the two conditions enter; `hf` and `hc` are the constant product, `hSR` is $SR=1$, and `hexp` is the exponential formula. The theorem states it applied to an arbitrary $\psi$.

```lean
/-- If `t² = 0` and `t t* t = t`, the rotated state is a fixed vector plus sine and cosine
multiples of `Gψ` and `G²ψ`. -/
theorem rotated_state (t : Matrix n n ℂ) (h2 : t * t = 0) (h3 : t * tᴴ * t = t)
    (ψ : n → ℂ) (x : ℝ) :
    NormedSpace.exp (x • generator t) *ᵥ ψ =
      (ψ + generator t *ᵥ (generator t *ᵥ ψ)) + Real.sin x • (generator t *ᵥ ψ)
        - Real.cos x • (generator t *ᵥ (generator t *ᵥ ψ)) := by
  have k2 : tᴴ * tᴴ = 0 := by rw [← conjTranspose_mul, h2, conjTranspose_zero]
  have k3 : tᴴ * t * tᴴ = tᴴ := by
    have h := congrArg conjTranspose h3
    simpa only [conjTranspose_mul, conjTranspose_conjTranspose, mul_assoc] using h
  have hG3 : generator t * generator t * generator t = -generator t := by
    unfold generator
    linear_combination (norm := noncomm_ring)
      h2 * t - h2 * tᴴ - h3 + t * k2 - tᴴ * h2 + k3 + k2 * t - k2 * tᴴ
  generalize generator t = G at hG3 ⊢
  -- S is the candidate for the inverse rotation
  let S : ℝ → Matrix n n ℂ := fun y => 1 - Real.sin y • G + (1 - Real.cos y) • (G * G)
  have hS (y : ℝ) : HasDerivAt S (-(Real.cos y • G) + Real.sin y • (G * G)) y := by
    have d1 := ((Real.hasDerivAt_sin y).smul_const G).const_sub 1
    have d2 := ((Real.hasDerivAt_cos y).const_sub 1).smul_const (G * G)
    exact (d1.fun_add d2).congr_deriv (by simp)
  have hf (y : ℝ) : HasDerivAt (fun y : ℝ => NormedSpace.exp (y • G) * S y) 0 y := by
    refine ((hasDerivAt_exp_smul_const G y).fun_mul (hS y)).congr_deriv ?_
    have h0 : G * S y + (-(Real.cos y • G) + Real.sin y • (G * G)) = 0 := by
      simp only [S, mul_add, mul_sub, mul_smul_comm, mul_one, ← mul_assoc, hG3]
      module
    rw [mul_assoc, ← mul_add, h0, mul_zero]
  have hc : NormedSpace.exp (x • G) * S x = 1 := by
    have h := is_const_of_deriv_eq_zero (fun y => (hf y).differentiableAt)
      (fun y => (hf y).deriv) x 0
    simpa [S] using h
  have hSR : S x * (1 + Real.sin x • G + (1 - Real.cos x) • (G * G)) = 1 := by
    simp only [S, mul_add, add_mul, sub_mul, one_mul, mul_one, smul_mul_assoc,
      mul_smul_comm, ← mul_assoc, hG3, neg_mul]
    linear_combination (norm := module) (-(Real.sin_sq_add_cos_sq x)) • (G * G)
  have hexp : NormedSpace.exp (x • G) =
      1 + Real.sin x • G + (1 - Real.cos x) • (G * G) := by
    calc NormedSpace.exp (x • G)
        = NormedSpace.exp (x • G) *
            (S x * (1 + Real.sin x • G + (1 - Real.cos x) • (G * G))) := by
          rw [hSR, mul_one]
      _ = 1 + Real.sin x • G + (1 - Real.cos x) • (G * G) := by
          rw [← mul_assoc, hc, one_mul]
  rw [hexp]
  simp only [Matrix.add_mulVec, Matrix.smul_mulVec, Matrix.one_mulVec, ← Matrix.mulVec_mulVec]
  module
```

Write $w=G\psi$, $v=G^2\psi$, $u=\psi+v$ and $B(p,q)=\langle p|H|q\rangle$. The rotated state is $u+\sin x\,w-\cos x\,v$, so
$$\begin{aligned}E(x)={}&B(u,u)+\sin^2x\,B(w,w)+\cos^2x\,B(v,v)\\&+\sin x\,[B(u,w)+B(w,u)]-\cos x\,[B(u,v)+B(v,u)]\\&-\sin x\cos x\,[B(w,v)+B(v,w)].\end{aligned}$$
The double-angle formulas turn this into
$$E(x)=a_0+a_1\cos x+b_1\sin x+a_2\cos2x+b_2\sin2x,$$
with the coefficients listed after `refine` in the proof. Any matrix $H$ is allowed. In the limiting case $t=0$ the curve is constant.

```lean
/-- If `t² = 0` and `t t* t = t`, the expectation value of any matrix `H` is a trigonometric
polynomial of degree at most two in the rotation angle. -/
theorem energy_trigPoly (H t : Matrix n n ℂ) (h2 : t * t = 0) (h3 : t * tᴴ * t = t)
    (ψ : n → ℂ) :
    ∃ a₀ a₁ b₁ a₂ b₂ : ℂ, ∀ x, energy H t ψ x = trigPoly a₀ a₁ b₁ a₂ b₂ x := by
  let B : (n → ℂ) → (n → ℂ) → ℂ := fun p q => star p ⬝ᵥ (H *ᵥ q)
  let w := generator t *ᵥ ψ
  let v := generator t *ᵥ w
  let u := ψ + v
  refine ⟨B u u + (B w w + B v v) / 2, -(B u v + B v u), B u w + B w u,
    (B v v - B w w) / 2, -(B w v + B v w) / 2, fun x => ?_⟩
  have hsc : ((Real.sin x : ℝ) : ℂ) ^ 2 + ((Real.cos x : ℝ) : ℂ) ^ 2 = 1 := by
    exact_mod_cast Real.sin_sq_add_cos_sq x
  have hE : energy H t ψ x = B (u + Real.sin x • w - Real.cos x • v)
      (u + Real.sin x • w - Real.cos x • v) := by
    rw [energy, rotated_state t h2 h3]
  rw [hE, trigPoly, Real.cos_two_mul, Real.sin_two_mul]
  clear_value u v w
  generalize Real.sin x = s at hsc ⊢
  generalize Real.cos x = c at hsc ⊢
  simp only [B, star_add, star_sub, star_smul, star_trivial, Matrix.mulVec_add,
    Matrix.mulVec_sub, Matrix.mulVec_smul, add_dotProduct, sub_dotProduct, dotProduct_add,
    dotProduct_sub, smul_dotProduct, dotProduct_smul, Complex.real_smul]
  push_cast
  linear_combination (star w ⬝ᵥ (H *ᵥ w)) * hsc
```

## Hermitian $H$: real coefficients

For an observable, $\overline{\langle\varphi|H|\varphi\rangle}=\langle\varphi|H|\varphi\rangle$. The energy is real, and taking real parts of the coefficients leaves it unchanged. In the proof `him` is this reality. For a general $H$ it can fail: $H=i$ on a one-dimensional space has energy $i$ in a normalised state. The examples of failure up to this point are ordinary algebra, with no Lean proof behind them.

```lean
/-- For Hermitian `H`, and `t² = 0`, `t t* t = t`, the energy is a trigonometric polynomial
of degree at most two with real coefficients. -/
theorem energy_trigPoly_real (H t : Matrix n n ℂ) (hH : H.IsHermitian)
    (h2 : t * t = 0) (h3 : t * tᴴ * t = t) (ψ : n → ℂ) :
    ∃ a₀ a₁ b₁ a₂ b₂ : ℝ, ∀ x, energy H t ψ x = trigPoly a₀ a₁ b₁ a₂ b₂ x := by
  obtain ⟨a₀, a₁, b₁, a₂, b₂, h⟩ := energy_trigPoly H t h2 h3 ψ
  refine ⟨a₀.re, a₁.re, b₁.re, a₂.re, b₂.re, fun x => ?_⟩
  -- Hermiticity makes the expectation value real
  have him : (energy H t ψ x).im = 0 := by
    apply Complex.conj_eq_iff_im.mp
    change star (energy H t ψ x) = energy H t ψ x
    unfold energy
    generalize NormedSpace.exp (x • generator t) *ᵥ ψ = φ
    rw [← Matrix.star_dotProduct, Matrix.star_mulVec, hH.eq, ← Matrix.dotProduct_mulVec]
  apply Complex.ext
  · rw [h x]
    simp only [trigPoly, Complex.add_re, Complex.re_mul_ofReal, Complex.ofReal_re]
  · rw [him]
    simp only [trigPoly, Complex.add_im, Complex.im_mul_ofReal, Complex.ofReal_im,
      zero_mul, add_zero]
```

## Five angles distinct modulo $2\pi$

At the special angles,
$$\begin{aligned}E(0)&=a_0+a_1+a_2, & E(\pi)&=a_0-a_1+a_2,\\ E(\pm\tfrac{\pi}{2})&=a_0\pm b_1-a_2, & E(\tfrac{\pi}{4})&=a_0+\tfrac{\sqrt2}{2}(a_1+b_1)+b_2 .\end{aligned}$$
Sums and differences of the first four values give $a_0,a_1,b_1,a_2$, and the last gives $b_2$. The equations `e0` to `e4` are these values.

```lean
/-- If `t² = 0` and `t t* t = t`, the values at `0`, `π`, `±π/2` and `π/4` give the whole
energy curve by an explicit formula. -/
theorem energy_eq_fivePoint (H t : Matrix n n ℂ) (h2 : t * t = 0) (h3 : t * tᴴ * t = t)
    (ψ : n → ℂ) (x : ℝ) : energy H t ψ x = fivePoint (energy H t ψ) x := by
  obtain ⟨a₀, a₁, b₁, a₂, b₂, h⟩ := energy_trigPoly H t h2 h3 ψ
  have e0 : energy H t ψ 0 = a₀ + a₁ + a₂ := by
    rw [h, trigPoly, mul_zero, Real.cos_zero, Real.sin_zero]
    push_cast
    ring
  have e1 : energy H t ψ π = a₀ - a₁ + a₂ := by
    rw [h, trigPoly, Real.cos_two_pi, Real.sin_two_pi, Real.cos_pi, Real.sin_pi]
    push_cast
    ring
  have e2 : energy H t ψ (π / 2) = a₀ + b₁ - a₂ := by
    rw [h, trigPoly, show 2 * (π / 2) = π by ring, Real.cos_pi_div_two,
      Real.sin_pi_div_two, Real.cos_pi, Real.sin_pi]
    push_cast
    ring
  have e3 : energy H t ψ (-(π / 2)) = a₀ - b₁ - a₂ := by
    rw [h, trigPoly, show 2 * (-(π / 2)) = -π by ring, Real.cos_neg, Real.sin_neg,
      Real.cos_neg, Real.sin_neg, Real.cos_pi_div_two, Real.sin_pi_div_two,
      Real.cos_pi, Real.sin_pi]
    push_cast
    ring
  have e4 : energy H t ψ (π / 4) = a₀ + (√2 : ℝ) / 2 * (a₁ + b₁) + b₂ := by
    rw [h, trigPoly, show 2 * (π / 4) = π / 2 by ring, Real.cos_pi_div_four,
      Real.sin_pi_div_four, Real.cos_pi_div_two, Real.sin_pi_div_two]
    push_cast
    ring
  simp only [fivePoint, e0, e1, e2, e3, e4]
  rw [h x]
  unfold trigPoly
  ring
```

For arbitrary angles, let $D$ be the difference of two such polynomials, with coefficients $\alpha_0,\alpha_1,\beta_1,\alpha_2,\beta_2$, and let $z=e^{ix}$. Then
$$\begin{aligned}2z^2D(x)={}&(\alpha_2+i\beta_2)+(\alpha_1+i\beta_1)z+2\alpha_0z^2\\&+(\alpha_1-i\beta_1)z^3+(\alpha_2-i\beta_2)z^4 .\end{aligned}$$
Five distinct roots force this quartic to vanish, and $z\neq0$, so $D=0$. The hypothesis `hθ` says that the five numbers $e^{i\theta_k}$ are distinct. In the proof, `key` is the displayed identity and `hQ` the vanishing.

```lean
/-- Two trigonometric polynomials of degree at most two that agree at five angles, distinct
modulo `2π`, agree at every angle. -/
theorem trigPoly_unique {a₀ a₁ b₁ a₂ b₂ c₀ c₁ d₁ c₂ d₂ : ℂ} (θ : Fin 5 → ℝ)
    (hθ : Function.Injective fun k => Complex.exp (θ k * Complex.I))
    (h : ∀ k, trigPoly a₀ a₁ b₁ a₂ b₂ (θ k) = trigPoly c₀ c₁ d₁ c₂ d₂ (θ k)) (x : ℝ) :
    trigPoly a₀ a₁ b₁ a₂ b₂ x = trigPoly c₀ c₁ d₁ c₂ d₂ x := by
  -- the difference, times 2 exp(2ix), is a quartic in exp(ix)
  let Q : Polynomial ℂ :=
    Polynomial.C ((a₂ - c₂) + Complex.I * (b₂ - d₂))
    + Polynomial.C ((a₁ - c₁) + Complex.I * (b₁ - d₁)) * Polynomial.X
    + Polynomial.C (2 * (a₀ - c₀)) * Polynomial.X ^ 2
    + Polynomial.C ((a₁ - c₁) - Complex.I * (b₁ - d₁)) * Polynomial.X ^ 3
    + Polynomial.C ((a₂ - c₂) - Complex.I * (b₂ - d₂)) * Polynomial.X ^ 4
  have key (y : ℝ) : Q.eval (Complex.exp (y * Complex.I)) =
      2 * Complex.exp (y * Complex.I) ^ 2 *
        (trigPoly a₀ a₁ b₁ a₂ b₂ y - trigPoly c₀ c₁ d₁ c₂ d₂ y) := by
    have hzw : Complex.exp (y * Complex.I) * Complex.exp (-y * Complex.I) = 1 := by
      rw [← Complex.exp_add, neg_mul, add_neg_cancel, Complex.exp_zero]
    simp only [Q, Polynomial.eval_add, Polynomial.eval_mul, Polynomial.eval_C,
      Polynomial.eval_X, Polynomial.eval_pow, trigPoly, Real.cos_two_mul, Real.sin_two_mul]
    push_cast
    simp only [Complex.cos, Complex.sin]
    generalize Complex.exp (y * Complex.I) = z at hzw ⊢
    generalize Complex.exp (-y * Complex.I) = w at hzw ⊢
    linear_combination (-(2 * z ^ 2 * (a₂ - c₂)
      + ((a₁ - c₁) + Complex.I * (b₁ - d₁)) * z
      + ((a₂ - c₂) + Complex.I * (b₂ - d₂)) * (z * w + 1))) * hzw
  have hdeg : Q.natDegree ≤ 4 := by
    unfold Q
    compute_degree
  have hQ : Q = 0 := by
    refine Polynomial.eq_zero_of_natDegree_lt_card_of_eval_eq_zero Q hθ (fun k => ?_) ?_
    · rw [key, h k, sub_self, mul_zero]
    · rw [Fintype.card_fin]
      omega
  have hx := key x
  rw [hQ, Polynomial.eval_zero] at hx
  have hz : 2 * Complex.exp (x * Complex.I) ^ 2 ≠ 0 :=
    mul_ne_zero two_ne_zero (pow_ne_zero 2 (Complex.exp_ne_zero _))
  exact sub_eq_zero.mp ((mul_eq_zero.mp hx.symm).resolve_left hz)
```

Applied to energies, this compares two systems that may differ in Hamiltonian, excitation, state and dimension, provided both excitations meet the two conditions.

```lean
/-- Let `t` and `t'` both satisfy `t² = 0` and `t t* t = t`. Two energy curves that agree at
five angles, distinct modulo `2π`, agree at every angle. -/
theorem energy_fixed_by_five (H t : Matrix n n ℂ) (h2 : t * t = 0) (h3 : t * tᴴ * t = t)
    (ψ : n → ℂ) (H' t' : Matrix m m ℂ) (h2' : t' * t' = 0) (h3' : t' * t'ᴴ * t' = t')
    (ψ' : m → ℂ) (θ : Fin 5 → ℝ)
    (hθ : Function.Injective fun k => Complex.exp (θ k * Complex.I))
    (h : ∀ k, energy H t ψ (θ k) = energy H' t' ψ' (θ k)) (x : ℝ) :
    energy H t ψ x = energy H' t' ψ' x := by
  obtain ⟨a₀, a₁, b₁, a₂, b₂, ha⟩ := energy_trigPoly H t h2 h3 ψ
  obtain ⟨c₀, c₁, d₁, c₂, d₂, hc⟩ := energy_trigPoly H' t' h2' h3' ψ'
  rw [ha, hc]
  exact trigPoly_unique θ hθ (fun k => by rw [← ha, ← hc, h k]) x
```

## Four quarter turns miss $\sin2x$

Two levels are the smallest case with a non-zero $t$, since in one dimension $t^2=0$ forces $t=0$. The matrix `hop` takes the first level to the second.

```lean
/-- The excitation from the first to the second level of a two-level system. -/
def hop : Matrix (Fin 2) (Fin 2) ℂ := !![0, 0; 1, 0]

/-- The two-level excitation is non-zero and satisfies `t² = 0` and `t t* t = t`. -/
theorem hop_witness : hop ≠ 0 ∧ hop * hop = 0 ∧ hop * hopᴴ * hop = hop := by
  refine ⟨fun h => ?_, ?_, ?_⟩
  · have h10 := congrFun (congrFun h 1) 0
    simp [hop] at h10
  · ext i j
    fin_cases i <;> fin_cases j <;> simp [hop, Matrix.mul_apply, Fin.sum_univ_succ]
  · have hadj : hopᴴ = !![0, 1; 0, 0] := by
      ext i j
      fin_cases i <;> fin_cases j <;> simp [hop]
    rw [hadj]
    ext i j
    fin_cases i <;> fin_cases j <;> simp [hop, Matrix.mul_apply, Fin.sum_univ_succ]
```

From the first level, the rotated state is $(\cos x,\sin x)$. With the level coupling as Hamiltonian, the energy is $2\sin x\cos x=\sin2x$.

```lean
/-- With the level coupling as Hamiltonian and the first level as initial state, the energy
of the two-level system is `sin 2x`. -/
theorem energy_two_level (x : ℝ) :
    energy !![0, 1; 1, 0] hop ![1, 0] x = (Real.sin (2 * x) : ℝ) := by
  have hφ : NormedSpace.exp (x • generator hop) *ᵥ ![1, 0] =
      ![((Real.cos x : ℝ) : ℂ), ((Real.sin x : ℝ) : ℂ)] := by
    rw [rotated_state hop hop_witness.2.1 hop_witness.2.2]
    generalize Real.cos x = c
    generalize Real.sin x = s
    ext i
    fin_cases i <;> simp [generator, hop]
  rw [energy, hφ, Real.sin_two_mul]
  generalize Real.cos x = c
  generalize Real.sin x = s
  simp [Matrix.mulVec, dotProduct, Fin.sum_univ_two]
  ring
```

This vanishes at $0,\pi/2,\pi,3\pi/2$, as the energy of $H=0$ does, but equals $1$ at $\pi/4$. Adding $2\pi$ to the list gives five different real numbers and no new information, which is why the angles must differ modulo $2\pi$.

```lean
/-- Four evaluations can fail: when the two-level excitation rotates the first level, the level
coupling and the zero Hamiltonian give equal energies at `0`, `π/2`, `π` and `3π/2`, but different
ones at `π/4`. -/
theorem four_evaluations_insufficient :
    (∀ k : Fin 4, energy !![0, 1; 1, 0] hop ![1, 0] ((k : ℕ) * (π / 2)) =
      energy 0 hop ![1, 0] ((k : ℕ) * (π / 2))) ∧
    energy !![0, 1; 1, 0] hop ![1, 0] (π / 4) ≠ energy 0 hop ![1, 0] (π / 4) := by
  have hzero (x : ℝ) : energy 0 hop ![1, 0] x = 0 := by
    rw [energy, Matrix.zero_mulVec, dotProduct_zero]
  constructor
  · intro k
    rw [energy_two_level, hzero, show 2 * (((k : ℕ) : ℝ) * (π / 2)) = (k : ℕ) * π by ring,
      Real.sin_nat_mul_pi, Complex.ofReal_zero]
  · rw [energy_two_level, hzero, show 2 * (π / 4) = π / 2 by ring, Real.sin_pi_div_two,
      Complex.ofReal_one]
    exact one_ne_zero

end

end UnitaryCoupledClusterEnergy
```

```lean
#print axioms UnitaryCoupledClusterEnergy.energy_trigPoly_real
#print axioms UnitaryCoupledClusterEnergy.energy_eq_fivePoint
#print axioms UnitaryCoupledClusterEnergy.energy_fixed_by_five
#print axioms UnitaryCoupledClusterEnergy.four_evaluations_insufficient
```

```
'UnitaryCoupledClusterEnergy.energy_trigPoly_real' depends on axioms: [propext, Classical.choice, Quot.sound]
'UnitaryCoupledClusterEnergy.energy_eq_fivePoint' depends on axioms: [propext, Classical.choice, Quot.sound]
'UnitaryCoupledClusterEnergy.energy_fixed_by_five' depends on axioms: [propext, Classical.choice, Quot.sound]
'UnitaryCoupledClusterEnergy.four_evaluations_insufficient' depends on axioms: [propext, Classical.choice, Quot.sound]
```
